# At positive temperature and partial filling, a Lipschitz energy leaves no level empty or full at a free-energy minimum

If a free-energy minimizer could contain an occupation equal to 0 or 1, the usual stationarity condition, $\partial E/\partial p_i + T\log\frac{p_i}{1-p_i}=\mu$ with $\mu$ the multiplier for the electron number, would have no meaning for that level. A solver that writes each occupation as a Fermi function of a real variable could not reach that minimizer either. For finitely many equally weighted levels at positive temperature and partial filling, a Lipschitz energy makes every occupation at a minimizer lie strictly between 0 and 1. The logarithm is then finite, and each occupation is a Fermi function of some real number. The stationarity condition also needs $E$ to be differentiable at the minimizer, which the results below do not assume.

## Moving charge between two levels

Let $n$ levels have occupations $p_i\in[0,1]$ with $\sum_i p_i=N$ and $0<N<n$. The free energy is

$$F(p)=E(p)-T\sum_i s(p_i),\qquad s(x)=-x\log x-(1-x)\log(1-x),$$

where $T>0$ is the temperature in energy units. Assume $|E(p)-E(q)|\le K\max_k|p_k-q_k|$ on the cube. The constant $K$ limits how strongly the energy responds to occupation changes; for non-interacting levels $E=\sum_i\varepsilon_ip_i$, the value $K=\sum_i|\varepsilon_i|$ works.

Let $p$ be a minimizer. Moving charge $t$ from level $j$ to level $i\ne j$ raises $E$ by at most $Kt$. Since $F$ cannot decrease,

$$[s(p_i+t)-s(p_i)]+[s(p_j-t)-s(p_j)]\le \tfrac{K}{T}\,t. \tag{1}$$

**No empty level.** Suppose $p_i=0$. As $N>0$, some level $j$ has $p_j=a>0$. The receiver gains $s(t)\ge -t\log t$. Concavity and $s(0)=0$ give $s(a-t)\ge(1-t/a)\,s(a)$, so the donor loses at most $rt$ with $r=s(a)/a$. For $t=\min(a,e^{-(K/T+r+1)})$ the total gain is at least

$$t(-\log t-r)\ge(K/T+1)\,t>(K/T)\,t,$$

which contradicts (1).

**No full level.** Suppose $p_i=1$. As $N<n$, some level $j$ has $p_j<1$. Because $s(1-x)=s(x)$, the same argument applies to holes, with $a=1-p_j$ and charge moving from $i$ to $j$.

**Bounds on the odds.** All occupations are now interior, where $s'(x)=\log\frac{1-x}{x}$. Dividing (1) by $t$ and letting $t\to0^+$ gives $s'(p_i)-s'(p_j)\le K/T$, that is,

$$p_j(1-p_i)\le e^{K/T}p_i(1-p_j).$$

This also holds for $i=j$. Summing over $j$ gives $N(1-p_i)\le e^{K/T}p_i(n-N)$. Exchanging $i$ and $j$ before summing gives $p_i(n-N)\le e^{K/T}N(1-p_i)$. Hence

$$e^{-K/T}\frac{N}{n-N}\le\frac{p_i}{1-p_i}\le e^{K/T}\frac{N}{n-N}.$$

## Occupations and free energy in Lean

The finite type `ι` labels the levels, each holding at most one electron.

```lean
import Mathlib

open scoped NNReal Topology

namespace OccupationEntropy

noncomputable section

variable {ι : Type*} [Fintype ι]
```

`Set.Icc 0 1` is the cube, and `N` is any real number, not necessarily an integer.

```lean
/-- Occupations between zero and one whose sum is the electron number `N`. -/
def occupations (N : ℝ) : Set (ι → ℝ) :=
  Set.Icc 0 1 ∩ {p | ∑ i, p i = N}
```

`Real.binEntropy` is $s$ with natural logarithms. `E` may be interacting and need not be differentiable, but it depends on the occupations alone. Unequal k-point weights and other smearing entropies would need a different definition.

```lean
/-- The free energy `E(p) - T ∑ s(p_i)`, with `s` the binary entropy. -/
def freeEnergy (E : (ι → ℝ) → ℝ) (T : ℝ) (p : ι → ℝ) : ℝ :=
  E p - T * ∑ i, Real.binEntropy (p i)
```

## The cost and gain of a transfer

```lean
/-- Move the charge `t` from level `j` to level `i`. -/
def transfer {ι : Type*} [DecidableEq ι] (p : ι → ℝ) (i j : ι) (t : ℝ) : ι → ℝ :=
  fun k => p k + t * ((if k = i then 1 else 0) - (if k = j then 1 else 0))
```

Admissibility is checked level by level; the two changes cancel in the sum.

```lean
/-- A transfer of charge `t ≥ 0` that neither overfills the receiving level nor overdraws
the donating one keeps the occupations admissible. -/
theorem transfer_mem [DecidableEq ι] {N t : ℝ} {p : ι → ℝ} {i j : ι}
    (hp : p ∈ occupations N) (ht : 0 ≤ t) (hi : p i + t ≤ 1) (hj : t ≤ p j) :
    transfer p i j t ∈ occupations N := by
  have hs : ∑ k, p k = N := hp.2
  have hi' : ∀ k, k = i → p k + t ≤ 1 := fun k h => by rw [h]; exact hi
  have hj' : ∀ k, k = j → t ≤ p k := fun k h => by rw [h]; exact hj
  refine ⟨⟨fun k => ?_, fun k => ?_⟩, ?_⟩
  · have h0 : 0 ≤ p k := hp.1.1 k
    simp only [transfer, Pi.zero_apply]
    split_ifs with a b b
    · linarith
    · linarith
    · linarith [hj' k b]
    · linarith
  · have h1 : p k ≤ 1 := hp.1.2 k
    simp only [transfer, Pi.one_apply]
    split_ifs with a b b
    · linarith
    · linarith [hi' k a]
    · linarith
    · linarith
  · show ∑ k, transfer p i j t k = N
    simp [transfer, Finset.sum_add_distrib, ← Finset.mul_sum, Finset.sum_sub_distrib, hs]
```

Inequality (1) follows. `LipschitzOnWith K E` uses the maximum metric, in which the transfer has length at most $t$, and `IsMinOn` says that `p` is a global minimizer on the admissible set. In the entropy sum, `h5` isolates the two terms that change.

```lean
/-- At a minimizer of the free energy, an admissible transfer of charge `t ≥ 0` between two
different levels gains at most the entropy `(K/T) t`, if `T > 0` and `E` has Lipschitz constant `K`
on the cube. -/
theorem entropy_gain_le {E : (ι → ℝ) → ℝ} {K : ℝ≥0} {T N t : ℝ} {p : ι → ℝ} {i j : ι}
    (hE : LipschitzOnWith K E (Set.Icc 0 1)) (hT : 0 < T) (hp : p ∈ occupations N)
    (hmin : IsMinOn (freeEnergy E T) (occupations N) p) (hij : i ≠ j)
    (ht : 0 ≤ t) (hi : p i + t ≤ 1) (hj : t ≤ p j) :
    (Real.binEntropy (p i + t) - Real.binEntropy (p i))
      + (Real.binEntropy (p j - t) - Real.binEntropy (p j)) ≤ K / T * t := by
  classical
  have hq := transfer_mem hp ht hi hj
  have h1 := isMinOn_iff.1 hmin _ hq
  -- the energy changes by at most `K t`
  have hd : dist (transfer p i j t) p ≤ t := (dist_pi_le_iff ht).2 fun k => by
    rw [Real.dist_eq, transfer, add_sub_cancel_left]
    split_ifs <;> simp [abs_of_nonneg ht, ht]
  have h2 := hE.dist_le_mul _ hq.1 _ hp.1
  rw [Real.dist_eq] at h2
  have h3 := le_abs_self (E (transfer p i j t) - E p)
  have h4 : (K : ℝ) * dist (transfer p i j t) p ≤ K * t :=
    mul_le_mul_of_nonneg_left hd K.2
  -- only two terms of the entropy change
  have h5 : ∑ k, Real.binEntropy (transfer p i j t k) = ∑ k, Real.binEntropy (p k)
      + (Real.binEntropy (p i + t) - Real.binEntropy (p i))
      + (Real.binEntropy (p j - t) - Real.binEntropy (p j)) := by
    have h : ∀ k, Real.binEntropy (transfer p i j t k) = Real.binEntropy (p k)
        + (if k = i then Real.binEntropy (p i + t) - Real.binEntropy (p i) else 0)
        + (if k = j then Real.binEntropy (p j - t) - Real.binEntropy (p j) else 0) := by
      intro k
      by_cases a : k = i
      · subst a
        simp [transfer, hij]
      · by_cases b : k = j
        · subst b
          simp [transfer, a, sub_eq_add_neg]
        · simp [transfer, a, b]
    simp only [h, Finset.sum_add_distrib, Finset.sum_ite_eq', Finset.mem_univ, if_true]
  simp only [freeEnergy, h5] at h1
  rw [div_mul_eq_mul_div, le_div_iff₀ hT]
  linarith
```

The next lemma contains the estimate for an empty receiver, with `C` in place of $K/T$. Its `h1` is the receiver's gain and `h2` the donor's concavity bound.

```lean
/-- Moving a small charge from a level of occupation `a > 0` to an empty level can gain more
entropy than any prescribed multiple `C` of the charge moved. -/
theorem entropy_gain_beats_linear {a : ℝ} (C : ℝ) (ha0 : 0 < a) (ha1 : a ≤ 1) :
    ∃ t, 0 < t ∧ t ≤ a ∧
      C * t < Real.binEntropy t + (Real.binEntropy (a - t) - Real.binEntropy a) := by
  obtain ⟨r, hr⟩ : ∃ r, r = Real.binEntropy a / a := ⟨_, rfl⟩
  obtain ⟨t, htdef⟩ : ∃ t, t = min a (Real.exp (-(C + r + 1))) := ⟨_, rfl⟩
  have ht : 0 < t := by rw [htdef]; exact lt_min ha0 (Real.exp_pos _)
  have hta : t ≤ a := by rw [htdef]; exact min_le_left _ _
  have hlog : Real.log t ≤ -(C + r + 1) := by
    have h := Real.log_le_log ht (htdef.le.trans (min_le_right _ _))
    rwa [Real.log_exp] at h
  refine ⟨t, ht, hta, ?_⟩
  -- the receiving level gains at least `-t log t`
  have h1 : -(t * Real.log t) ≤ Real.binEntropy t := by
    have h := mul_nonneg (show 0 ≤ 1 - t by linarith)
      (neg_nonneg.2 (Real.log_nonpos (show 0 ≤ 1 - t by linarith) (by linarith)))
    simp only [Real.binEntropy, Real.log_inv]
    linarith
  -- by concavity the donating level loses at most `r t`
  have h2 : Real.binEntropy a - t * r ≤ Real.binEntropy (a - t) := by
    have h := Real.strictConcave_binEntropy.concaveOn.2
      (show (0 : ℝ) ∈ Set.Icc 0 1 by simp) (show a ∈ Set.Icc (0 : ℝ) 1 from ⟨ha0.le, ha1⟩)
      (show 0 ≤ t / a by positivity)
      (show 0 ≤ 1 - t / a from sub_nonneg.2 ((div_le_one ha0).2 hta)) (by ring)
    have e : (1 - t / a) * a = a - t := by field_simp
    simp only [smul_eq_mul, Real.binEntropy_zero, mul_zero, zero_add, e] at h
    have e2 : t * r = t / a * Real.binEntropy a := by rw [hr]; ring
    linarith
  have h3 := mul_le_mul_of_nonneg_left hlog ht.le
  linarith
```

## Interior occupations and their odds

Each half of the main theorem finds a partner level from the electron count and contradicts (1). The second half rewrites the entropies through $s(1-x)=s(x)$.

```lean
/-- For `T > 0`, an energy Lipschitz on the cube and `0 < N < n`, every minimizer of the free
energy at electron number `N` has all `n` occupations strictly between zero and one. -/
theorem fractional_occupations {E : (ι → ℝ) → ℝ} {K : ℝ≥0} {T N : ℝ} {p : ι → ℝ}
    (hE : LipschitzOnWith K E (Set.Icc 0 1)) (hT : 0 < T) (hN0 : 0 < N)
    (hN1 : N < Fintype.card ι) (hp : p ∈ occupations N)
    (hmin : IsMinOn (freeEnergy E T) (occupations N) p) (i : ι) : 0 < p i ∧ p i < 1 := by
  have hs : ∑ k, p k = N := hp.2
  have h0 : ∀ k, 0 ≤ p k := fun k => hp.1.1 k
  have h1 : ∀ k, p k ≤ 1 := fun k => hp.1.2 k
  constructor
  · -- an empty level would receive charge from an occupied one
    refine lt_of_le_of_ne (h0 i) fun hi => ?_
    obtain ⟨j, hj⟩ : ∃ j, 0 < p j := by
      by_contra hc
      push Not at hc
      linarith [Finset.sum_nonpos fun k (_ : k ∈ Finset.univ) => hc k]
    have hij : i ≠ j := fun h => by rw [← h, ← hi] at hj; exact lt_irrefl _ hj
    obtain ⟨t, ht, hta, hgain⟩ := entropy_gain_beats_linear (K / T) hj (h1 j)
    have h := entropy_gain_le hE hT hp hmin hij ht.le (by linarith [h1 j]) hta
    rw [← hi, zero_add, Real.binEntropy_zero] at h
    linarith
  · -- a full level would give charge to one that is not full
    refine lt_of_le_of_ne (h1 i) fun hi => ?_
    obtain ⟨j, hj⟩ : ∃ j, p j < 1 := by
      by_contra hc
      push Not at hc
      have h := Finset.sum_le_sum fun k (_ : k ∈ Finset.univ) => hc k
      simp only [Finset.sum_const, Finset.card_univ, nsmul_eq_mul, mul_one] at h
      linarith
    have hji : j ≠ i := fun h => by rw [h, hi] at hj; exact lt_irrefl _ hj
    obtain ⟨t, ht, hta, hgain⟩ := entropy_gain_beats_linear (K / T)
      (show 0 < 1 - p j by linarith) (by linarith [h0 j])
    have h := entropy_gain_le hE hT hp hmin hji ht.le (by linarith) (by linarith [h0 j])
    have e : 1 - p j - t = 1 - (p j + t) := by ring
    rw [e, Real.binEntropy_one_sub, Real.binEntropy_one_sub] at hgain
    rw [hi, Real.binEntropy_one_sub, Real.binEntropy_one] at h
    linarith
```

For the pairwise bound, `d1` and `d2` differentiate the two entropy terms at $t=0$, and `le_of_tendsto` carries (1) to the limit.

```lean
/-- For `T > 0`, an energy with Lipschitz constant `K` on the cube and `0 < N < n`, the odds
`p/(1-p)` of any two levels at a minimizer differ at most by the factor `exp (K/T)`, written here
without denominators. -/
theorem odds_ratio_le {E : (ι → ℝ) → ℝ} {K : ℝ≥0} {T N : ℝ} {p : ι → ℝ}
    (hE : LipschitzOnWith K E (Set.Icc 0 1)) (hT : 0 < T) (hN0 : 0 < N)
    (hN1 : N < Fintype.card ι) (hp : p ∈ occupations N)
    (hmin : IsMinOn (freeEnergy E T) (occupations N) p) (i j : ι) :
    p j * (1 - p i) ≤ Real.exp (K / T) * (p i * (1 - p j)) := by
  obtain ⟨hi0, hi1⟩ := fractional_occupations hE hT hN0 hN1 hp hmin i
  obtain ⟨hj0, hj1⟩ := fractional_occupations hE hT hN0 hN1 hp hmin j
  have hi2 : 0 < 1 - p i := by linarith
  have hj2 : 0 < 1 - p j := by linarith
  by_cases hij : i = j
  · subst hij
    exact le_mul_of_one_le_left (mul_pos hi0 hi2).le (Real.one_le_exp (div_nonneg K.2 hT.le))
  -- differentiate the entropy gain at zero transferred charge
  have d1 : HasDerivAt (fun t => Real.binEntropy (p i + t))
      (Real.log (1 - p i) - Real.log (p i)) 0 :=
    HasDerivAt.comp_const_add (p i) 0
      (by rw [add_zero]; exact Real.hasDerivAt_binEntropy hi0.ne' hi1.ne)
  have d2 : HasDerivAt (fun t => Real.binEntropy (p j - t))
      (-(Real.log (1 - p j) - Real.log (p j))) 0 :=
    HasDerivAt.comp_const_sub (p j) 0
      (by rw [sub_zero]; exact Real.hasDerivAt_binEntropy hj0.ne' hj1.ne)
  have hle := le_of_tendsto (b := (K : ℝ) / T) (d1.fun_add d2).tendsto_slope_zero_right (by
    filter_upwards [Ioo_mem_nhdsGT (lt_min hi2 hj0)] with t ht
    have a := ht.2.trans_le (min_le_left _ _)
    have b := ht.2.trans_le (min_le_right _ _)
    have h := entropy_gain_le hE hT hp hmin hij ht.1.le (by linarith) b.le
    simp only [zero_add, add_zero, sub_zero, smul_eq_mul]
    rw [inv_mul_le_iff₀ ht.1]
    linarith)
  apply (Real.log_le_log_iff (mul_pos hj0 hi2)
    (mul_pos (Real.exp_pos _) (mul_pos hi0 hj2))).1
  rw [Real.log_mul hj0.ne' hi2.ne', Real.log_mul (Real.exp_pos _).ne' (mul_pos hi0 hj2).ne',
    Real.log_mul hi0.ne' hj2.ne', Real.log_exp]
  linarith
```

Summation over the second level then gives the explicit bounds.

```lean
/-- For `T > 0`, an energy with Lipschitz constant `K` on the cube and `0 < N < n`, the odds
`p/(1-p)` of each level at a minimizer agree with the odds `N/(n-N)` of uniform filling up to a
factor `exp (K/T)` either way. -/
theorem odds_bounds {E : (ι → ℝ) → ℝ} {K : ℝ≥0} {T N : ℝ} {p : ι → ℝ}
    (hE : LipschitzOnWith K E (Set.Icc 0 1)) (hT : 0 < T) (hN0 : 0 < N)
    (hN1 : N < Fintype.card ι) (hp : p ∈ occupations N)
    (hmin : IsMinOn (freeEnergy E T) (occupations N) p) (i : ι) :
    N / (Fintype.card ι - N) ≤ Real.exp (K / T) * (p i / (1 - p i)) ∧
      p i / (1 - p i) ≤ Real.exp (K / T) * (N / (Fintype.card ι - N)) := by
  have hs : ∑ k, p k = N := hp.2
  have hh : ∑ k, (1 - p k) = Fintype.card ι - N := by simp [Finset.sum_sub_distrib, hs]
  have hi : 0 < 1 - p i := sub_pos.2 (fractional_occupations hE hT hN0 hN1 hp hmin i).2
  have hn : 0 < (Fintype.card ι : ℝ) - N := sub_pos.2 hN1
  -- sum the pairwise bounds over the second level
  have h1 := Finset.sum_le_sum fun j (_ : j ∈ Finset.univ) =>
    odds_ratio_le hE hT hN0 hN1 hp hmin i j
  have h2 := Finset.sum_le_sum fun j (_ : j ∈ Finset.univ) =>
    odds_ratio_le hE hT hN0 hN1 hp hmin j i
  rw [← Finset.sum_mul, ← Finset.mul_sum, ← Finset.mul_sum, hs, hh] at h1
  rw [← Finset.mul_sum, ← Finset.mul_sum, ← Finset.sum_mul, hs, hh] at h2
  constructor
  · rw [← mul_div_assoc, div_le_div_iff₀ hn hi]
    linarith
  · rw [← mul_div_assoc, div_le_div_iff₀ hi hn]
    linarith
```

## Existence, and why continuity is too weak

The admissible set is compact and contains the uniform filling $p_i=N/n$, so the continuous free energy attains its minimum. This holds for every real `T` and also for $N=n$.

```lean
/-- For an energy Lipschitz on the cube and `0 < N ≤ n`, the free energy has a minimizer
among the occupations with electron number `N`. -/
theorem exists_minimizer {E : (ι → ℝ) → ℝ} {K : ℝ≥0} {N : ℝ} (T : ℝ)
    (hE : LipschitzOnWith K E (Set.Icc 0 1)) (hN0 : 0 < N) (hN1 : N ≤ Fintype.card ι) :
    ∃ p ∈ occupations N, IsMinOn (freeEnergy E T) (occupations N) p := by
  have hn : (0 : ℝ) < Fintype.card ι := hN0.trans_le hN1
  have hc : IsCompact (occupations N : Set (ι → ℝ)) :=
    isCompact_Icc.inter_right (isClosed_eq
      (continuous_finsetSum _ fun i _ => continuous_apply i) continuous_const)
  have hne : (occupations N : Set (ι → ℝ)).Nonempty := by
    refine ⟨fun _ => N / Fintype.card ι,
      ⟨fun _ => (div_pos hN0 hn).le, fun _ => (div_le_one hn).2 hN1⟩, ?_⟩
    show ∑ _i : ι, N / (Fintype.card ι : ℝ) = N
    rw [Finset.sum_const, Finset.card_univ, nsmul_eq_mul, mul_div_cancel₀ _ hn.ne']
  refine hc.exists_isMinOn hne ((hE.continuousOn.mono Set.inter_subset_left).sub ?_)
  exact (continuous_const.mul (continuous_finsetSum _ fun i _ =>
    Real.binEntropy_continuous.comp (continuous_apply i))).continuousOn
```

Continuity of $E$ alone does not exclude integer occupations. For two levels numbered 0 and 1 and one electron, take $E(p)=p_0+T\sum_i s(p_i)$. The entropy cancels, $F(p)=p_0$, and $(0,1)$ is a minimizer, also when $T>0$.

```lean
/-- Continuity of the energy is not enough: on two levels with one electron, the continuous
energy `p_0 + T ∑ s(p_i)` has the integer occupations `(0, 1)` as a minimizer. -/
theorem continuous_not_enough (T : ℝ) :
    Continuous (fun p : Fin 2 → ℝ => p 0 + T * ∑ i, Real.binEntropy (p i)) ∧
      ![0, 1] ∈ occupations (ι := Fin 2) 1 ∧
      IsMinOn (freeEnergy (fun p : Fin 2 → ℝ => p 0 + T * ∑ i, Real.binEntropy (p i)) T)
        (occupations 1) ![0, 1] := by
  refine ⟨?_, ⟨⟨fun i => ?_, fun i => ?_⟩, ?_⟩, isMinOn_iff.2 fun q hq => ?_⟩
  · exact (continuous_apply 0).add (continuous_const.mul (continuous_finsetSum _ fun i _ =>
      Real.binEntropy_continuous.comp (continuous_apply i)))
  · fin_cases i <;> simp
  · fin_cases i <;> simp
  · simp
  · have h : 0 ≤ q 0 := hq.1.1 0
    simp only [freeEnergy, add_sub_cancel_right]
    exact h

end

end OccupationEntropy
```

Applying these theorems to a real material requires showing that its energy, as a function of finitely many occupations, is Lipschitz up to the faces of the cube.

```lean
#print axioms OccupationEntropy.odds_bounds
#print axioms OccupationEntropy.exists_minimizer
#print axioms OccupationEntropy.continuous_not_enough
```

```
'OccupationEntropy.odds_bounds' depends on axioms: [propext, Classical.choice, Quot.sound]
'OccupationEntropy.exists_minimizer' depends on axioms: [propext, Classical.choice, Quot.sound]
'OccupationEntropy.continuous_not_enough' depends on axioms: [propext, Classical.choice, Quot.sound]
```
